# At a given distance, a nonzero charge has a lower image energy outside a grounded metal sphere than outside the same sphere when neutral

Place a unit charge at distance 2 from the centre of a grounded metal sphere of radius 1, in Gaussian units. An image charge $-1/2$ at distance $1/2$ from the centre, on the same ray, cancels its potential at the nearest surface point, $1/1-(1/2)/(1/2)=0$, and at the farthest, $1/3-(1/2)/(3/2)=0$. The image potential at the charge is $-(1/2)/(3/2)=-1/3$, and half of it gives the energy $-1/6$. If the sphere is isolated and neutral, a compensating $+1/2$ at the centre adds $1/8$, leaving $-1/24$.

## Energies and their decay with distance

Let a charge $q$ sit at $a$, with $d=\|a\|>R>0$, outside a sphere of radius $R$ centred at the origin. The energies are

$$E_g=-\frac{q^2R}{2(d^2-R^2)},\qquad E_n=-\frac{q^2R^3}{2d^2(d^2-R^2)}$$

for the grounded and the neutral sphere.

Put the image $-qR/d$ at $a'=(R^2/d^2)a$. For $\|x\|=R$,

$$\|x-a'\|^2=R^2-\frac{2R^2}{d^2}\,x\cdot a+\frac{R^4}{d^2}=\frac{R^2}{d^2}\|x-a\|^2 .$$

The surface potential is therefore $q/\|x-a\|-(qR/d)/\big((R/d)\|x-a\|\big)=0$. Adding $qR/d$ at the centre makes the total image charge zero and changes the surface potential from zero to the constant $q/d$.

The charge lies at distance $d-R^2/d=(d^2-R^2)/d$ from its image, so the image potential there is $-qR/(d^2-R^2)$. Half of $q$ times this is $E_g$. The centre charge adds $q^2R/(2d^2)$:

$$E_n=-\frac{q^2R}{2}\,\frac{d^2-(d^2-R^2)}{d^2(d^2-R^2)}=-\frac{q^2R^3}{2d^2(d^2-R^2)} .$$

For $q\neq0$ the added term is positive, so $E_g<E_n<0$.

The factor one half reflects that the image is induced. With the grounded image frozen, the charge at radius $s$ on the same ray, beyond the image, has potential energy $-(q^2R/d)/(s-R^2/d)$, whose derivative at $s=d$ is $q^2Rd/(d^2-R^2)^2$. This is also the derivative of $E_g$ with respect to $d$, so $E_g$ reproduces the image force.

Finally, $d^2E_g$ and $d^4E_n$ equal $-q^2R/2$ and $-q^2R^3/2$ times

$$\frac{d^2}{d^2-R^2}=1+\frac{R^2}{d^2-R^2}\to1 .$$

In the opposite limit, as the height $h=d-R$ tends to zero at fixed $R$ with $q\neq0$, the ratio of each energy to the flat-surface value $-q^2/(4h)$ tends to 1, while the difference $E_n-E_g$ tends to $q^2/(2R)$.

For a classical, perfectly conducting sphere without periodic images, the leading term for extrapolating the interaction energy of a charge and a nanoparticle from $d\gg R$ to infinite separation is thus proportional to $d^{-2}$ if the particle is grounded and to $d^{-4}$ if it is neutral.

## Charges and potentials in Lean

```lean
import Mathlib

open Filter Topology

namespace MetalSphereImage

noncomputable section

/-- Three-dimensional Euclidean space, with the centre of the sphere at the origin. -/
abbrev Space := EuclideanSpace ℝ (Fin 3)

/-- Coulomb potential at `x` of a point charge `q` at `s`, in Gaussian units, for `x ≠ s`. -/
def coulomb (q : ℝ) (s x : Space) : ℝ := q / ‖x - s‖
```

The images are placed by definition: the inverse point and the image charges depend on `a`, and `x` is where the potential is evaluated.

```lean
/-- Potential at `x` of the image of a charge `q` at `a ≠ 0` in a grounded sphere of radius `R`:
a charge `-qR/‖a‖` at the inverse point, for `x` away from that point. -/
def groundedImage (q R : ℝ) (a x : Space) : ℝ :=
  coulomb (-(q * R / ‖a‖)) ((R ^ 2 / ‖a‖ ^ 2) • a) x

/-- Image potential for a neutral sphere: the opposite charge is added at the centre, so that the
image charges sum to zero. The domain is `a ≠ 0` and `x` away from both image charges. -/
def neutralImage (q R : ℝ) (a x : Space) : ℝ :=
  groundedImage q R a x + coulomb (q * R / ‖a‖) 0 x
```

Setting `x` equal to `a` gives the energies, with zero at infinite separation.

```lean
/-- Image energy of a charge `q` at `a` outside a grounded sphere of radius `R > 0`: half the
charge times the image potential at its position. -/
def groundedEnergy (q R : ℝ) (a : Space) : ℝ := q * groundedImage q R a a / 2

/-- Image energy of a charge `q` at `a` outside a neutral sphere of radius `R > 0`: half the
charge times the image potential at its position. -/
def neutralEnergy (q R : ℝ) (a : Space) : ℝ := q * neutralImage q R a a / 2
```

That these images give the true field outside the metal rests on the uniqueness theorem of electrostatics, which is assumed here. The theorems below establish the boundary values.

## The sphere as an equipotential

The first proof compares squared lengths, expands them with `norm_sub_sq_real`, and leaves the algebra to `field_simp` and `ring`.

```lean
/-- For a charge outside the sphere, the distances from a surface point to the image and to the
charge have the fixed ratio `R/‖a‖`. -/
theorem image_distance {R : ℝ} {a x : Space} (hR : 0 < R) (ha : R < ‖a‖) (hx : ‖x‖ = R) :
    ‖x - (R ^ 2 / ‖a‖ ^ 2) • a‖ = R / ‖a‖ * ‖x - a‖ := by
  have hd : 0 < ‖a‖ := hR.trans ha
  have hc : 0 ≤ R ^ 2 / ‖a‖ ^ 2 := by positivity
  -- compare the squares of the two lengths
  refine (sq_eq_sq₀ (norm_nonneg _) (by positivity)).1 ?_
  rw [mul_pow, norm_sub_sq_real, norm_sub_sq_real, real_inner_smul_right, norm_smul,
    Real.norm_of_nonneg hc, hx]
  field_simp
  ring
```

Substituting this ratio cancels the two potentials; `hr` records that the surface point is not the charge.

```lean
/-- The charge outside the sphere and its grounded image together give zero potential on the
sphere. -/
theorem grounded_surface (q : ℝ) {R : ℝ} {a x : Space} (hR : 0 < R) (ha : R < ‖a‖)
    (hx : ‖x‖ = R) : coulomb q a x + groundedImage q R a x = 0 := by
  have hd : 0 < ‖a‖ := hR.trans ha
  have hr : 0 < ‖x - a‖ := by
    refine norm_pos_iff.2 (sub_ne_zero.2 ?_)
    rintro rfl
    exact ha.ne' hx
  unfold groundedImage coulomb
  rw [image_distance hR ha hx]
  field_simp
  ring
```

The neutral case adds the centre charge to that zero.

```lean
/-- The charge outside the sphere and its neutral images together give the constant potential
`q/‖a‖` on the sphere. -/
theorem neutral_surface (q : ℝ) {R : ℝ} {a x : Space} (hR : 0 < R) (ha : R < ‖a‖)
    (hx : ‖x‖ = R) : coulomb q a x + neutralImage q R a x = q / ‖a‖ := by
  have hd : 0 < ‖a‖ := hR.trans ha
  rw [neutralImage, ← add_assoc, grounded_surface q hR ha hx, zero_add, coulomb, sub_zero, hx]
  field_simp
```

## Closed forms and the image force

Here `hn` is the distance from charge to image.

```lean
/-- Closed form of the image energy of a charge outside a grounded sphere. -/
theorem grounded_energy (q : ℝ) {R : ℝ} {a : Space} (hR : 0 < R) (ha : R < ‖a‖) :
    groundedEnergy q R a = -(q ^ 2 * R / (2 * (‖a‖ ^ 2 - R ^ 2))) := by
  have hd : 0 < ‖a‖ := hR.trans ha
  have hp : 0 < ‖a‖ ^ 2 - R ^ 2 := by nlinarith
  have hp' := hp.ne'
  -- distance between the charge and its image
  have hn : ‖a - (R ^ 2 / ‖a‖ ^ 2) • a‖ = (‖a‖ ^ 2 - R ^ 2) / ‖a‖ := by
    have e : a - (R ^ 2 / ‖a‖ ^ 2) • a = ((‖a‖ ^ 2 - R ^ 2) / ‖a‖ ^ 2) • a := by
      rw [sub_div, div_self (pow_ne_zero 2 hd.ne'), sub_smul, one_smul]
    rw [e, norm_smul, Real.norm_of_nonneg (div_nonneg hp.le (sq_nonneg _))]
    field_simp
  unfold groundedEnergy groundedImage coulomb
  rw [hn]
  field_simp
```

The condition `R < ‖a‖` cannot be weakened to $a\ne0$ and $\|a\|\neq R$. For $q=1$, $R=2$, $\|a\|=1$, the image $-2$ lies at distance 3 from the charge, so `groundedEnergy` is $-1/3$, while the formula gives $+1/3$.

```lean
/-- Closed form of the image energy of a charge outside a neutral sphere. -/
theorem neutral_energy (q : ℝ) {R : ℝ} {a : Space} (hR : 0 < R) (ha : R < ‖a‖) :
    neutralEnergy q R a = -(q ^ 2 * R ^ 3 / (2 * ‖a‖ ^ 2 * (‖a‖ ^ 2 - R ^ 2))) := by
  have hd : 0 < ‖a‖ := hR.trans ha
  have hp : ‖a‖ ^ 2 - R ^ 2 ≠ 0 := by nlinarith
  have e : neutralEnergy q R a
      = groundedEnergy q R a + q * coulomb (q * R / ‖a‖) 0 a / 2 := by
    unfold neutralEnergy neutralImage groundedEnergy
    ring
  rw [e, grounded_energy q hR ha, coulomb, sub_zero]
  field_simp
  ring
```

In the next theorem `u` is a unit vector and the charge moves along `s • u`. The first derivative keeps the image belonging to `d • u`; the second lets it follow. Each function is replaced by its explicit formula for `s` near `d`, then differentiated. The theorem treats the grounded sphere only.

```lean
/-- Outside a grounded sphere, the radial derivative of the image energy equals that of the
charge's potential energy in the field of the image held fixed. -/
theorem grounded_force (q : ℝ) {R d : ℝ} {u : Space} (hR : 0 < R) (hd : R < d) (hu : ‖u‖ = 1) :
    HasDerivAt (fun s : ℝ => q * groundedImage q R (d • u) (s • u))
      (q ^ 2 * R * d / (d ^ 2 - R ^ 2) ^ 2) d ∧
    HasDerivAt (fun s : ℝ => groundedEnergy q R (s • u))
      (q ^ 2 * R * d / (d ^ 2 - R ^ 2) ^ 2) d := by
  have h0 : 0 < d := hR.trans hd
  have hp : d ^ 2 - R ^ 2 ≠ 0 := by nlinarith
  have nrm : ∀ s : ℝ, 0 < s → ‖s • u‖ = s := fun s hs => by
    rw [norm_smul, hu, mul_one, Real.norm_of_nonneg hs.le]
  have ev : ∀ᶠ s in 𝓝 d, R < s := eventually_gt_nhds hd
  constructor
  · -- the image stays at distance `R²/d` from the centre
    have e : d - R ^ 2 / d = (d ^ 2 - R ^ 2) / d := by field_simp
    have hne : d - R ^ 2 / d ≠ 0 := by rw [e]; exact div_ne_zero hp h0.ne'
    have h : HasDerivAt (fun s : ℝ => -(q ^ 2 * R / d) / (s - R ^ 2 / d))
        (q ^ 2 * R * d / (d ^ 2 - R ^ 2) ^ 2) d := by
      refine ((hasDerivAt_const d (-(q ^ 2 * R / d))).fun_div
        ((hasDerivAt_id' d).sub_const (R ^ 2 / d)) hne).congr_deriv ?_
      rw [e]
      field_simp
      ring
    refine h.congr_of_eventuallyEq (ev.mono fun s hs => ?_)
    have hlt : R ^ 2 / d < s := by
      rw [div_lt_iff₀ h0]
      nlinarith
    have hv : s • u - (R ^ 2 / d ^ 2) • (d • u) = (s - R ^ 2 / d) • u := by
      have hc : R ^ 2 / d ^ 2 * d = R ^ 2 / d := by field_simp
      rw [smul_smul, hc, sub_smul]
    simp only [groundedImage, coulomb]
    rw [nrm d h0, hv, nrm _ (sub_pos.2 hlt)]
    ring
  · -- here the image moves along with the charge
    have h2 : HasDerivAt (fun s : ℝ => s ^ 2 - R ^ 2) (2 * d) d := by
      simpa using (hasDerivAt_pow 2 d).sub_const (R ^ 2)
    have h := ((hasDerivAt_const d (-(q ^ 2 * R / 2))).fun_div h2 hp).congr_deriv
      (show _ = q ^ 2 * R * d / (d ^ 2 - R ^ 2) ^ 2 by ring)
    refine h.congr_of_eventuallyEq (ev.mono fun s hs => ?_)
    have hs0 : 0 < s := hR.trans hs
    have hq : s ^ 2 - R ^ 2 ≠ 0 := by nlinarith
    simp only []
    rw [grounded_energy q hR (by rwa [nrm s hs0]), nrm s hs0]
    field_simp
```

## Ordering and far field

The gap `e` is the centre-charge term $q^2R/(2d^2)$.

```lean
/-- For a nonzero charge outside the sphere, the grounded image energy is strictly below the
neutral one, which is itself negative. -/
theorem grounded_lt_neutral {q R : ℝ} {a : Space} (hq : q ≠ 0) (hR : 0 < R) (ha : R < ‖a‖) :
    groundedEnergy q R a < neutralEnergy q R a ∧ neutralEnergy q R a < 0 := by
  have hd : 0 < ‖a‖ := hR.trans ha
  have hp : 0 < ‖a‖ ^ 2 - R ^ 2 := by nlinarith
  have hp' := hp.ne'
  constructor
  · -- the gap is the energy of the charge at the centre
    have e : neutralEnergy q R a - groundedEnergy q R a = q ^ 2 * R / (2 * ‖a‖ ^ 2) := by
      rw [neutral_energy q hR ha, grounded_energy q hR ha]
      field_simp
      ring
    have : 0 < q ^ 2 * R / (2 * ‖a‖ ^ 2) := by positivity
    linarith
  · rw [neutral_energy q hR ha]
    exact neg_lt_zero.2 (div_pos (by positivity) (mul_pos (by positivity) hp))
```

The filter `Bornology.cobounded Space` expresses $\|a\|\to\infty$ with no restriction on direction. The auxiliary limit `hl` is the factor tending to 1, multiplied by a constant; the closed forms apply once $\|a\|>R$.

```lean
/-- As the charge recedes to infinity in any manner, `‖a‖²` times the grounded energy tends to
`-q²R/2`, and `‖a‖⁴` times the neutral energy tends to `-q²R³/2`. -/
theorem far_field (q : ℝ) {R : ℝ} (hR : 0 < R) :
    Tendsto (fun a : Space => ‖a‖ ^ 2 * groundedEnergy q R a) (Bornology.cobounded Space)
      (𝓝 (-(q ^ 2 * R / 2))) ∧
    Tendsto (fun a : Space => ‖a‖ ^ 4 * neutralEnergy q R a) (Bornology.cobounded Space)
      (𝓝 (-(q ^ 2 * R ^ 3 / 2))) := by
  have hn : Tendsto (fun a : Space => ‖a‖) (Bornology.cobounded Space) atTop :=
    tendsto_norm_cobounded_atTop
  have ev := hn.eventually_gt_atTop R
  have hs : Tendsto (fun a : Space => ‖a‖ ^ 2 + -R ^ 2) (Bornology.cobounded Space) atTop :=
    tendsto_atTop_add_const_right _ _ ((tendsto_pow_atTop two_ne_zero).comp hn)
  -- both scaled energies are a constant times `1 + R²/(‖a‖² - R²)`
  have hl : ∀ c : ℝ, Tendsto (fun a : Space => c * (1 + R ^ 2 / (‖a‖ ^ 2 + -R ^ 2)))
      (Bornology.cobounded Space) (𝓝 c) := fun c => by
    simpa using ((hs.const_div_atTop (R ^ 2)).const_add 1).const_mul c
  constructor
  · refine (hl _).congr' (ev.mono fun a ha => ?_)
    have hp : ‖a‖ ^ 2 - R ^ 2 ≠ 0 := by nlinarith
    change _ = ‖a‖ ^ 2 * groundedEnergy q R a
    rw [grounded_energy q hR ha, ← sub_eq_add_neg]
    field_simp
    ring
  · refine (hl _).congr' (ev.mono fun a ha => ?_)
    have hd : 0 < ‖a‖ := hR.trans ha
    have hp : ‖a‖ ^ 2 - R ^ 2 ≠ 0 := by nlinarith
    change _ = ‖a‖ ^ 4 * neutralEnergy q R a
    rw [neutral_energy q hR ha, ← sub_eq_add_neg]
    field_simp
    ring

end

end MetalSphereImage
```

```lean
#print axioms MetalSphereImage.neutral_surface
#print axioms MetalSphereImage.grounded_force
#print axioms MetalSphereImage.grounded_lt_neutral
#print axioms MetalSphereImage.far_field
```

```
'MetalSphereImage.neutral_surface' depends on axioms: [propext, Classical.choice, Quot.sound]
'MetalSphereImage.grounded_force' depends on axioms: [propext, Classical.choice, Quot.sound]
'MetalSphereImage.grounded_lt_neutral' depends on axioms: [propext, Classical.choice, Quot.sound]
'MetalSphereImage.far_field' depends on axioms: [propext, Classical.choice, Quot.sound]
```
